# Between two connected sites of a finite network with conductances exp(−βb), the apparent barrier tends to the minimax barrier as β → ∞

Let $V$ be a set of $N$ sites, some pairs of which are joined by edges. Each edge $e$ has a real barrier $b_e$ and conductance $e^{-\beta b_e}$, where $\beta$ is the inverse temperature. In the code `G` is the graph and `b` assigns a number to every unordered pair, of which only the values on edges matter. Because pairs are unordered, the conductance is the same in both directions, as in linear response around equilibrium. All prefactors are set to one, so a temperature-independent tunnelling factor, for instance, is left out.

```lean
import Mathlib

open Filter Topology

namespace HoppingPercolation

noncomputable section

variable {V : Type*} (G : SimpleGraph V) (b : Sym2 V → ℝ)

open Classical in
/-- The conductance between two sites: `exp (-β b_e)` if they are joined by an edge `e`,
and zero otherwise. -/
def bond (β : ℝ) (x y : V) : ℝ :=
  if G.Adj x y then Real.exp (-β * b s(x, y)) else 0
```

For terminals $s$ and $t$, each path contributes its largest barrier. The critical barrier $b_c$ is the infimum of these numbers.

```lean
/-- The set of the largest barriers met on the paths from `s` to `t`, one for each path that has at
least one edge. -/
def pathBarriers (s t : V) : Set ℝ :=
  {m | ∃ p : G.Walk s t, p.IsPath ∧ IsGreatest (b '' {e | e ∈ p.edges}) m}

/-- The critical barrier: the infimum over paths from `s` to `t` of their largest barrier,
for distinct sites joined by some path. -/
def criticalBarrier (s t : V) : ℝ := sInf (pathBarriers G b s t)
```

A potential $u$ dissipates the power
$$P(u)=\tfrac12\sum_{x,y}c_{xy}(u_x-u_y)^2,$$
where $c_{xy}$ is the edge conductance, or zero without an edge. The factor $\tfrac12$ makes each edge count once.

```lean
variable [Fintype V]

/-- The power dissipated by the potential `u`: the sum of `c_e (u_x - u_y)^2` over edges.
The factor 1/2 compensates for the sum over ordered pairs. -/
def power (β : ℝ) (u : V → ℝ) : ℝ :=
  1 / 2 * ∑ x, ∑ y, bond G b β x y * (u x - u y) ^ 2
```

The effective conductance $G(\beta)$, called `effConductance`, is the infimum of $P(u)$ over potentials with $u_s=0$ and $u_t=1$. It is not to be confused with the graph `G` of the code.

```lean
/-- The effective conductance between distinct sites `s` and `t`: the infimum of the power
over potentials equal to 0 at `s` and 1 at `t`. -/
def effConductance (s t : V) (β : ℝ) : ℝ :=
  sInf {P | ∃ u : V → ℝ, u s = 0 ∧ u t = 1 ∧ power G b β u = P}
```

## Distinct terminals, `s ≠ t`

This hypothesis allows a unit bias to be applied. If $s=t$, no potential meets both boundary conditions and there is nothing to minimise.

For $s\ne t$ the infimum is attained. Replacing $u_x$ by $\max(0,\min(1,u_x))$ keeps the boundary values and increases no difference $|u_x-u_y|$, so the power does not rise. It is enough to search the potentials with values in $[0,1]$. They form a compact set, on which the continuous function $P$ has a minimum. The proof follows these steps: `hK` is the compactness, `hclamp` the clamping inequality, and `hst` supplies an admissible potential to start from.

```lean
variable {G b} {s t : V}

/-- For distinct terminals, the effective conductance is the minimum of the dissipated power:
some potential attains it. -/
theorem effConductance_isLeast (hst : s ≠ t) (β : ℝ) :
    IsLeast {P | ∃ u : V → ℝ, u s = 0 ∧ u t = 1 ∧ power G b β u = P}
      (effConductance G b s t β) := by
  classical
  -- potentials with values in [0,1] form a compact set
  have hK : IsCompact ((Set.pi Set.univ fun _ : V => Set.Icc (0 : ℝ) 1) ∩
      ({u | u s = 0} ∩ {u | u t = 1})) :=
    (isCompact_univ_pi fun _ => isCompact_Icc).inter_right
      ((isClosed_eq (continuous_apply s) continuous_const).inter
        (isClosed_eq (continuous_apply t) continuous_const))
  have hc : Continuous (power G b β) := by
    unfold power
    fun_prop
  obtain ⟨u, ⟨_, hus, hut⟩, hmin⟩ := hK.exists_isMinOn
    ⟨fun x => if x = t then 1 else 0, by
      refine ⟨fun x _ => ?_, by simp [hst], by simp⟩
      dsimp only
      split_ifs <;> norm_num⟩ hc.continuousOn
  have hleast : IsLeast {P | ∃ u : V → ℝ, u s = 0 ∧ u t = 1 ∧ power G b β u = P}
      (power G b β u) := by
    refine ⟨⟨u, hus, hut, rfl⟩, ?_⟩
    rintro P ⟨v, hvs, hvt, rfl⟩
    -- clamping a potential to [0,1] does not raise the power
    have hclamp : ∀ a c : ℝ,
        (max 0 (min 1 a) - max 0 (min 1 c)) ^ 2 ≤ (a - c) ^ 2 := by
      intro a c
      have h1 := abs_max_sub_max_le_max 0 (min 1 a) 0 (min 1 c)
      have h2 := abs_min_sub_min_le_max 1 a 1 c
      rw [sub_self, abs_zero, max_eq_right (abs_nonneg (min 1 a - min 1 c))] at h1
      rw [sub_self, abs_zero, max_eq_right (abs_nonneg (a - c))] at h2
      exact sq_le_sq.mpr (h1.trans h2)
    have h1 : power G b β u ≤ power G b β (fun x => max 0 (min 1 (v x))) :=
      hmin ⟨fun x _ => ⟨le_max_left _ _, max_le zero_le_one (min_le_left _ _)⟩,
        by simp [hvs], by simp [hvt]⟩
    refine h1.trans (mul_le_mul_of_nonneg_left (Finset.sum_le_sum fun x _ =>
      Finset.sum_le_sum fun y _ => mul_le_mul_of_nonneg_left (hclamp _ _) ?_) (by norm_num))
    unfold bond
    split_ifs <;> positivity
  unfold effConductance
  rw [hleast.csInf_eq]
  exact hleast
```

## Nonnegative inverse temperature, `0 ≤ β`

For $\beta\ge0$ a higher barrier never conducts better. Both bounds on $G(\beta)$ use this.

**Lower bound.** Suppose a walk from $s$ to $t$ has no barrier above $B$. Removing its loops leaves a path with fewer than $N$ edges. Let $u$ be the minimiser, with $P(u)=G(\beta)$. One edge dissipates at most the total power, so on each edge of the path
$$e^{-\beta B}(\Delta u)^2\le e^{-\beta b_e}(\Delta u)^2\le G(\beta).$$
Hence $|\Delta u|\le\sqrt{G(\beta)e^{\beta B}}$. The drops must add up to at least 1, so $1\le N\sqrt{G(\beta)e^{\beta B}}$, which gives
$$G(\beta)\ge e^{-\beta B}/N^2.$$

The first lemma below is the single-edge estimate, and the second adds the drops by induction on the walk. The third combines them, with `p.bypass` as the loop-free path and `hexp` as the step that needs $\beta\ge0$.

```lean
/-- The power dissipated in a single edge is at most the total power. -/
theorem edge_power_le (β : ℝ) (u : V → ℝ) {x y : V} (h : G.Adj x y) :
    Real.exp (-β * b s(x, y)) * (u x - u y) ^ 2 ≤ power G b β u := by
  classical
  have hnn : ∀ i j, 0 ≤ bond G b β i j * (u i - u j) ^ 2 := by
    intro i j
    unfold bond
    split_ifs <;> positivity
  have row : ∀ i j, bond G b β i j * (u i - u j) ^ 2 ≤
      ∑ k, bond G b β i k * (u i - u k) ^ 2 := fun i j =>
    Finset.single_le_sum (f := fun k => bond G b β i k * (u i - u k) ^ 2)
      (fun k _ => hnn i k) (Finset.mem_univ j)
  -- the edge occurs twice among the ordered pairs
  have two : ∑ i ∈ ({x, y} : Finset V), ∑ k, bond G b β i k * (u i - u k) ^ 2 ≤
      ∑ i, ∑ k, bond G b β i k * (u i - u k) ^ 2 :=
    Finset.sum_le_sum_of_subset_of_nonneg (Finset.subset_univ _)
      (fun i _ _ => Finset.sum_nonneg fun k _ => hnn i k)
  rw [Finset.sum_pair h.ne] at two
  have h1 := row x y
  have h2 := row y x
  have hxy : bond G b β x y = Real.exp (-β * b s(x, y)) := if_pos h
  have hyx : bond G b β y x = Real.exp (-β * b s(x, y)) := by
    rw [bond, if_pos h.symm, Sym2.eq_swap]
  rw [hxy] at h1
  rw [hyx] at h2
  unfold power
  linarith

omit [Fintype V] in
/-- If the potential changes by at most `δ` across each edge of a walk, it changes by at most
`δ` times the number of steps between the ends. -/
theorem potential_drop_le (u : V → ℝ) (δ : ℝ) {x y : V} (p : G.Walk x y)
    (hp : ∀ a c, s(a, c) ∈ p.edges → |u a - u c| ≤ δ) :
    |u x - u y| ≤ p.length * δ := by
  induction p with
  | nil => simp
  | @cons x z y h p ih =>
    have h1 := hp x z (by simp)
    have h2 := ih fun a c hac => hp a c (by
      rw [SimpleGraph.Walk.edges_cons]
      exact List.mem_cons_of_mem _ hac)
    have h3 := abs_sub_le (u x) (u z) (u y)
    rw [SimpleGraph.Walk.length_cons]
    push_cast
    linarith

/-- One good route suffices: if some walk between distinct terminals has no barrier above `B`,
then for `β ≥ 0` the conductance is at least `exp (-β B) / N^2`, with `N` the number of sites. -/
theorem conductance_ge_of_walk (hst : s ≠ t) {β B : ℝ} (hβ : 0 ≤ β) (p : G.Walk s t)
    (hp : ∀ e ∈ p.edges, b e ≤ B) :
    Real.exp (-β * B) / (Fintype.card V : ℝ) ^ 2 ≤ effConductance G b s t β := by
  classical
  obtain ⟨u, hs, ht, hE⟩ := (effConductance_isLeast (G := G) (b := b) hst β).1
  have hN : (0 : ℝ) < Fintype.card V := by
    exact_mod_cast Fintype.card_pos_iff.mpr ⟨s⟩
  have hP : 0 ≤ power G b β u := by
    refine mul_nonneg (by norm_num) (Finset.sum_nonneg fun x _ => Finset.sum_nonneg fun y _ => ?_)
    unfold bond
    split_ifs <;> positivity
  -- the power limits the drop across each edge of the route
  have hdrop := potential_drop_le u (√(power G b β u / Real.exp (-β * B))) p.bypass (by
    intro a c hac
    have hle := hp _ (p.edges_bypass_subset_edges hac)
    have hexp : Real.exp (-β * B) ≤ Real.exp (-β * b s(a, c)) :=
      Real.exp_le_exp.mpr (by linarith [mul_le_mul_of_nonneg_left hle hβ])
    apply Real.abs_le_sqrt
    rw [le_div_iff₀ (Real.exp_pos _)]
    have h1 := edge_power_le (b := b) β u (p.bypass.adj_of_mem_edges hac)
    have h2 := mul_le_mul_of_nonneg_right hexp (sq_nonneg (u a - u c))
    linarith)
  have hlen : (p.bypass.length : ℝ) ≤ Fintype.card V := by
    exact_mod_cast p.bypass_isPath.length_lt.le
  have h1 : 1 ≤ (Fintype.card V : ℝ) * √(power G b β u / Real.exp (-β * B)) := by
    have h0 : |u s - u t| = 1 := by rw [hs, ht]; norm_num
    rw [h0] at hdrop
    exact hdrop.trans (mul_le_mul_of_nonneg_right hlen (Real.sqrt_nonneg _))
  have h2 := one_le_pow₀ h1 (n := 2)
  rw [mul_pow, Real.sq_sqrt (div_nonneg hP (Real.exp_nonneg _)), ← mul_div_assoc,
    le_div_iff₀ (Real.exp_pos _)] at h2
  rw [← hE, div_le_iff₀ (by positivity)]
  linarith
```

For negative $\beta$ this bound can fail: a single edge with $b_e=0$ has $G(\beta)=1$, while $e^{-\beta B}/4$ exceeds 1 for large $B$.

**Upper bound.** Suppose every walk from $s$ to $t$ meets a barrier of at least $B$. Let $S$ be the set of sites reached from $s$ over barriers below $B$, so that $t\notin S$. Take $u=0$ on $S$ and $u=1$ elsewhere. Only edges leaving $S$ dissipate, and their barriers are at least $B$. Each of the $N^2$ ordered pairs therefore contributes at most $e^{-\beta B}$, and
$$G(\beta)\le\tfrac12N^2e^{-\beta B}\le N^2e^{-\beta B}.$$

In the proof `hstep` says that a low barrier cannot lead out of `S`, `hterm` bounds each pair, and `htrial` inserts the step potential. Distinctness of the terminals follows here from the assumption on walks, since the walk of length zero has no edge.

```lean
/-- A cut limits the current: if every walk from `s` to `t` meets a barrier of at least `B`,
then for `β ≥ 0` the conductance is at most `N^2 exp (-β B)`, with `N` the number of sites. -/
theorem conductance_le_of_cut {β B : ℝ} (hβ : 0 ≤ β)
    (h : ∀ p : G.Walk s t, ∃ e ∈ p.edges, B ≤ b e) :
    effConductance G b s t β ≤ (Fintype.card V : ℝ) ^ 2 * Real.exp (-β * B) := by
  classical
  have hst : s ≠ t := by
    rintro rfl
    obtain ⟨e, he, _⟩ := h .nil
    simp at he
  -- S holds for the sites reached from s over barriers below B
  obtain ⟨S, hs, ht, hstep⟩ : ∃ S : V → Prop, S s ∧ ¬ S t ∧
      ∀ x y, G.Adj x y → b s(x, y) < B → S x → S y := by
    refine ⟨fun x => ∃ p : G.Walk s x, ∀ e ∈ p.edges, b e < B, ⟨.nil, by simp⟩, ?_, ?_⟩
    · rintro ⟨p, hp⟩
      obtain ⟨e, he, hB⟩ := h p
      exact absurd (hp e he) (not_lt_of_ge hB)
    · rintro x y hxy hb ⟨p, hp⟩
      refine ⟨p.concat hxy, fun e he => ?_⟩
      simp only [SimpleGraph.Walk.edges_concat, List.concat_eq_append, List.mem_append,
        List.mem_singleton] at he
      rcases he with he | rfl
      · exact hp e he
      · exact hb
  have hterm : ∀ x y, bond G b β x y *
      ((if S x then (0 : ℝ) else 1) - (if S y then (0 : ℝ) else 1)) ^ 2 ≤
        Real.exp (-β * B) := by
    intro x y
    by_cases hxy : G.Adj x y
    · rw [bond, if_pos hxy]
      by_cases hb : b s(x, y) < B
      · have hiff : S x ↔ S y :=
          ⟨hstep x y hxy hb, hstep y x hxy.symm (by rwa [Sym2.eq_swap])⟩
        by_cases hy : S y <;> simp [hiff, hy, Real.exp_nonneg]
      · have hexp : Real.exp (-β * b s(x, y)) ≤ Real.exp (-β * B) :=
          Real.exp_le_exp.mpr (by linarith [mul_le_mul_of_nonneg_left (not_lt.mp hb) hβ])
        have hsq : ((if S x then (0 : ℝ) else 1) - (if S y then (0 : ℝ) else 1)) ^ 2 ≤ 1 := by
          split_ifs <;> norm_num
        have hm := mul_le_mul hexp hsq (sq_nonneg _) (Real.exp_nonneg _)
        rwa [mul_one] at hm
    · rw [bond, if_neg hxy, zero_mul]
      exact Real.exp_nonneg _
  -- use the step potential across the cut as a trial potential
  have htrial := (effConductance_isLeast (G := G) (b := b) hst β).2
    ⟨fun x => if S x then (0 : ℝ) else 1, if_pos hs, if_neg ht, rfl⟩
  have hsum : power G b β (fun x => if S x then (0 : ℝ) else 1) ≤
      1 / 2 * ∑ _x : V, ∑ _y : V, Real.exp (-β * B) :=
    mul_le_mul_of_nonneg_left (Finset.sum_le_sum fun x _ =>
      Finset.sum_le_sum fun y _ => hterm x y) (by norm_num)
  simp only [Finset.sum_const, Finset.card_univ, nsmul_eq_mul] at hsum
  have hpos : 0 ≤ (Fintype.card V : ℝ) ^ 2 * Real.exp (-β * B) := by positivity
  linarith
```

## A path between the terminals, `G.Reachable s t`

Physically, charge can get from $s$ to $t$ at all. In a connected graph this is automatic. Without it, the potential that is 0 on the component of $s$ and 1 elsewhere dissipates nothing. Then $G(\beta)=0$, and the barrier is physically infinite. Lean's default values would turn the limit into the empty statement $0\to0$, both here and for $s=t$.

With a path available, the largest barriers form a nonempty finite set, so $b_c$ is a true minimum. The first lemma shows that every walk contains an edge whose barrier is the largest of some path: remove the loops and take the highest barrier left. That barrier is at least $b_c$.

```lean
omit [Fintype V] in
/-- Every walk between distinct terminals contains an edge whose barrier is the largest one
of some path between them. -/
theorem exists_edge_mem_pathBarriers (hst : s ≠ t) (p : G.Walk s t) :
    ∃ e ∈ p.edges, b e ∈ pathBarriers G b s t := by
  classical
  have hne : ∀ q : G.Walk s t, ∃ e, e ∈ q.edges := by
    intro q
    cases q with
    | nil => exact absurd rfl hst
    | @cons _ v _ h q => exact ⟨s(s, v), by simp⟩
  -- remove the loops and take the highest remaining barrier
  obtain ⟨e, he, hmax⟩ := Set.exists_max_image {e | e ∈ p.bypass.edges} b
    (List.finite_toSet _) (hne p.bypass)
  refine ⟨e, p.edges_bypass_subset_edges he, p.bypass, p.bypass_isPath, ⟨e, he, rfl⟩, ?_⟩
  rintro _ ⟨e', he', rfl⟩
  exact hmax e' he'

/-- If distinct terminals are joined by a path, the critical barrier is the minimum over paths
of their largest barrier. -/
theorem criticalBarrier_isLeast (hst : s ≠ t) (hr : G.Reachable s t) :
    IsLeast (pathBarriers G b s t) (criticalBarrier G b s t) := by
  classical
  have hfin : (pathBarriers G b s t).Finite := by
    refine (Set.finite_range b).subset ?_
    rintro m ⟨p, _, ⟨e, _, rfl⟩, _⟩
    exact ⟨e, rfl⟩
  obtain ⟨p⟩ := hr
  obtain ⟨e, _, he⟩ := exists_edge_mem_pathBarriers (b := b) hst p
  exact ⟨Set.Nonempty.csInf_mem ⟨_, he⟩ hfin, fun m hm => csInf_le hfin.bddBelow hm⟩
```

A percolation criterion follows: $b_c\le E$ exactly when the edges with $b_e\le E$ already connect $s$ to $t$.

```lean
/-- Percolation criterion: for distinct terminals joined by a path, the critical barrier is at
most `E` exactly when the edges with barrier at most `E` already connect them. -/
theorem criticalBarrier_le_iff (hst : s ≠ t) (hr : G.Reachable s t) (E : ℝ) :
    criticalBarrier G b s t ≤ E ↔ ∃ p : G.Walk s t, ∀ e ∈ p.edges, b e ≤ E := by
  have hB := criticalBarrier_isLeast (b := b) hst hr
  constructor
  · intro h
    obtain ⟨p, _, hmax⟩ := hB.1
    exact ⟨p, fun e he => (hmax.2 ⟨e, he, rfl⟩).trans h⟩
  · rintro ⟨p, hp⟩
    obtain ⟨e, he, hm⟩ := exists_edge_mem_pathBarriers (b := b) hst p
    exact (hB.2 hm).trans (hp e he)
```

## Finitely many sites, `Fintype V`

Finiteness makes the power a finite sum, hence continuous in $u$, and gives the minimum over paths used above. It also supplies the factor $N^2$. Without it both sides can break down. Join $s$ to $t$ by two-edge paths, one for each $n\ge1$, with both barriers equal to $1+1/n$. The infimum 1 is not attained, and the conductance is infinite for every $\beta>0$.

For finite $N$, some path has no barrier above $b_c$, and every walk meets one of at least $b_c$. Both bounds therefore hold at $B=b_c$:
$$-\beta b_c-2\ln N\le\ln G(\beta)\le-\beta b_c+2\ln N.$$
The apparent barrier here means $-\ln G(\beta)/\beta$, not the local slope $-d\ln G/d\beta$ of an Arrhenius plot. Dividing by $\beta>0$ gives
$$\left|-\frac{\ln G(\beta)}{\beta}-b_c\right|\le\frac{2\ln N}{\beta}.$$
In the proof `hlo` and `hup` are the two bounds, and `h1` and `h2` their logarithms.

```lean
/-- For distinct terminals joined by a path and any `β > 0`, the apparent barrier `-(ln g)/β`, with
`g` the effective conductance between them, differs from the critical barrier by at most
`2 ln N / β`, with `N` the number of sites. -/
theorem apparent_barrier_error (hst : s ≠ t) (hr : G.Reachable s t) {β : ℝ} (hβ : 0 < β) :
    |-Real.log (effConductance G b s t β) / β - criticalBarrier G b s t| ≤
      2 * Real.log (Fintype.card V) / β := by
  have hN : (0 : ℝ) < Fintype.card V := by
    exact_mod_cast Fintype.card_pos_iff.mpr ⟨s⟩
  obtain ⟨p, hp⟩ := (criticalBarrier_le_iff (b := b) hst hr _).mp le_rfl
  have hlo := conductance_ge_of_walk hst hβ.le p hp
  have hup := conductance_le_of_cut (G := G) (b := b) (s := s) (t := t)
    (B := criticalBarrier G b s t) hβ.le (fun q => by
      obtain ⟨e, he, hm⟩ := exists_edge_mem_pathBarriers (b := b) hst q
      exact ⟨e, he, (criticalBarrier_isLeast hst hr).2 hm⟩)
  have hpos : 0 < Real.exp (-β * criticalBarrier G b s t) / (Fintype.card V : ℝ) ^ 2 := by
    positivity
  -- take logarithms of the two bounds
  have h1 := Real.log_le_log hpos hlo
  have h2 := Real.log_le_log (hpos.trans_le hlo) hup
  rw [Real.log_div (Real.exp_pos _).ne' (by positivity), Real.log_exp, Real.log_pow] at h1
  rw [Real.log_mul (by positivity) (Real.exp_pos _).ne', Real.log_exp, Real.log_pow] at h2
  push_cast at h1 h2
  have heq : -Real.log (effConductance G b s t β) / β - criticalBarrier G b s t =
      (-Real.log (effConductance G b s t β) - β * criticalBarrier G b s t) / β := by
    rw [sub_div, mul_div_cancel_left₀ _ hβ.ne']
  rw [heq, abs_div, abs_of_pos hβ]
  refine div_le_div_of_nonneg_right (abs_le.mpr ⟨?_, ?_⟩) hβ.le <;> linarith
```

At fixed $N$ the right-hand side vanishes as $\beta\to\infty$, and `squeeze_zero_norm'` gives the limit.

```lean
/-- For distinct terminals joined by a path, `-(ln g)/β`, with `g` the effective conductance between
them, tends, as `β` tends to infinity, to the critical barrier of the network. -/
theorem tendsto_apparent_barrier (hst : s ≠ t) (hr : G.Reachable s t) :
    Tendsto (fun β => -Real.log (effConductance G b s t β) / β) atTop
      (𝓝 (criticalBarrier G b s t)) := by
  have hzero : Tendsto (fun β : ℝ => 2 * Real.log (Fintype.card V) / β) atTop (𝓝 0) :=
    tendsto_const_nhds.div_atTop tendsto_id
  apply tendsto_sub_nhds_zero_iff.mp
  refine squeeze_zero_norm' ?_ hzero
  filter_upwards [eventually_gt_atTop 0] with β hβ
  rw [Real.norm_eq_abs]
  exact apparent_barrier_error hst hr hβ

end

end HoppingPercolation
```

```lean
#print axioms HoppingPercolation.tendsto_apparent_barrier
```

```
'HoppingPercolation.tendsto_apparent_barrier' depends on axioms: [propext, Classical.choice, Quot.sound]
```

For simulations of linear-response hopping on a finite network with unit prefactors, the bound limits how far the apparent barrier at a given temperature can lie from the bottleneck barrier. It says nothing useful when $N$ grows without limit at fixed $\beta$.

## A triangle and a single edge

Let $s$ and $t$ be joined directly by a barrier of 3, and through a third site by two barriers of 2, with energies in units where $\beta=5$. The paths have largest barriers 3 and 2, so $b_c=2$. Series and parallel addition give
$$G(\beta)=e^{-3\beta}+\tfrac12e^{-2\beta},$$
and the apparent barrier is $2-\tfrac15\ln(\tfrac12+e^{-5})\approx2.136$. The error of 0.136 is within the bound $2\ln3/5\approx0.439$.

The smallest case has two sites and one edge of barrier $b$. There $G(\beta)=e^{-\beta b}$, and the apparent barrier equals $b$ at every $\beta>0$.
